# For a single spin S, the only proper nonzero invariant subspace of the Dyson–Maleev operators is the unphysical one

Lower a spin that is already in its lowest state, and the result should be zero. In the Dyson–Maleev boson representation, taken in the form where $S^-$ simply creates a boson, it is a state with $2S+1$ bosons, which corresponds to no state of the spin. One might hope to stop this leak by mixing states of higher boson number into the physical ones. The classification of invariant subspaces below rules that out: no complement of the unphysical space is closed under the spin operators.

## Bosons as polynomials

The states are complex polynomials in $x$, that is, superpositions of finitely many boson numbers. In Lean they form the type `ℂ[X]`, and subspaces are of type `Submodule ℂ ℂ[X]`.

```lean
import Mathlib

open Polynomial

namespace DysonMaleevSubspaces

noncomputable section
```

With $a = d/dx$ and $a^\dagger = x$, the number operator is $n = x\,d/dx$.

```lean
/-- The boson number operator `n = a† a = x d/dx` on polynomials. -/
def number : ℂ[X] →ₗ[ℂ] ℂ[X] := LinearMap.mulLeft ℂ X ∘ₗ derivative
```

Write $N = 2S$, a natural number. The raising operator is $S^+ = (N-n)\,a$.

```lean
/-- The Dyson-Maleev operator `S+ = (2S - n) a`, with `N = 2S` and `a = d/dx`. -/
def Splus (N : ℕ) : ℂ[X] →ₗ[ℂ] ℂ[X] :=
  ((N : ℂ) • LinearMap.id - number) ∘ₗ derivative
```

The lowering operator $S^- = a^\dagger$ adds a boson. The name Dyson–Maleev is also used for the form $S^+ = a$, $S^- = a^\dagger(N-n)$, in which the physical space defined below is invariant; the results here concern the form with $S^- = a^\dagger$.

```lean
/-- The Dyson-Maleev operator `S- = a†`, multiplication by `x`. -/
def Sminus : ℂ[X] →ₗ[ℂ] ℂ[X] := LinearMap.mulLeft ℂ X
```

The third component is $S^z = N/2 - n$, so the boson vacuum $x^0 = 1$ is the state with $S^z = S$.

```lean
/-- The Dyson-Maleev operator `Sz = S - n`, with `N = 2S`. -/
def Sz (N : ℕ) : ℂ[X] →ₗ[ℂ] ℂ[X] := ((N : ℂ) / 2) • LinearMap.id - number
```

A spin $S$ has $N+1$ basis states, the eigenstates of $S^z$, represented by $x^0,\dots,x^N$. Their span is the physical space.

```lean
/-- The physical space, spanned by the states `x^k` with at most `2S` bosons. -/
def physical (N : ℕ) : Submodule ℂ ℂ[X] :=
  Submodule.span ℂ ((fun k : ℕ => (X : ℂ[X]) ^ k) '' Set.Iic N)
```

The remaining monomials span the unphysical space $U$.

```lean
/-- The unphysical space, spanned by the states `x^k` with more than `2S` bosons. -/
def unphysical (N : ℕ) : Submodule ℂ ℂ[X] :=
  Submodule.span ℂ ((fun k : ℕ => (X : ℂ[X]) ^ k) '' Set.Ioi N)
```

A subspace is called invariant if all three operators map it into itself. Neither an inner product nor the commutation relations enter this definition or the proofs.

```lean
/-- A subspace is invariant if `S+`, `Sz` and `S-` all map it into itself. -/
def Invariant (N : ℕ) (W : Submodule ℂ ℂ[X]) : Prop :=
  ∀ p ∈ W, Splus N p ∈ W ∧ Sz N p ∈ W ∧ Sminus p ∈ W
```

## The amplitude that vanishes

Differentiating and multiplying by $x$ gives $n\,x^k = k\,x^k$. The case $k=0$ is separate in Lean because the derivative of a constant has no lower power.

```lean
/-- The state `x^k` contains `k` bosons. -/
theorem number_X_pow (k : ℕ) : number (X ^ k) = (k : ℂ) • (X : ℂ[X]) ^ k := by
  change X * derivative (X ^ k) = _
  cases k with
  | zero => simp
  | succ k =>
    rw [derivative_X_pow, smul_eq_C_mul, Nat.add_sub_cancel]
    ring
```

For the raising operator,
$$S^+x^{k+1} = (N-n)(k+1)x^k = (k+1)(N-k)\,x^k .$$
This is zero at $k=N$. The monomials are unnormalised; with $|k\rangle = x^k/\sqrt{k!}$ the relation reads $S^+|k+1\rangle = \sqrt{k+1}\,(N-k)\,|k\rangle$, while $S^-|k\rangle = \sqrt{k+1}\,|k+1\rangle$.

```lean
/-- `S+` sends `x^(k+1)` to `(k+1)(2S-k) x^k`, with `N = 2S`. -/
theorem Splus_X_pow (N k : ℕ) :
    Splus N (X ^ (k + 1)) = (((k : ℂ) + 1) * ((N : ℂ) - k)) • (X : ℂ[X]) ^ k := by
  have h1 : derivative ((X : ℂ[X]) ^ (k + 1)) = ((k : ℂ) + 1) • (X : ℂ[X]) ^ k := by
    rw [derivative_X_pow, smul_eq_C_mul, Nat.add_sub_cancel, Nat.cast_add, Nat.cast_one]
  change (N : ℂ) • derivative ((X : ℂ[X]) ^ (k + 1))
    - number (derivative ((X : ℂ[X]) ^ (k + 1))) = _
  rw [h1, map_smul, number_X_pow]
  module
```

## A one-way boundary

Take $x^k$ with $k>N$. Then $S^z$ multiplies it by $N/2-k$, and $S^-$ raises its power. Writing $k=m+1$, $S^+$ gives a multiple of $x^m$, which is unphysical if $m>N$ and has amplitude zero if $m=N$. So $U$ is invariant. In the proof, `key` extends the check from the monomials to their span by linearity.

```lean
/-- The unphysical space is invariant under all three spin operators. -/
theorem unphysical_invariant (N : ℕ) : Invariant N (unphysical N) := by
  have gen : ∀ k, N < k → (X : ℂ[X]) ^ k ∈ unphysical N :=
    fun k hk => Submodule.subset_span ⟨k, hk, rfl⟩
  -- it suffices to follow the spanning states
  have key : ∀ f : ℂ[X] →ₗ[ℂ] ℂ[X], (∀ k, N < k → f (X ^ k) ∈ unphysical N) →
      ∀ p ∈ unphysical N, f p ∈ unphysical N := by
    intro f hf p hp
    have hle : unphysical N ≤ (unphysical N).comap f := by
      refine Submodule.span_le.2 ?_
      rintro _ ⟨k, hk, rfl⟩
      exact hf k hk
    exact hle hp
  intro p hp
  refine ⟨key _ ?_ p hp, key _ ?_ p hp, key _ ?_ p hp⟩
  · intro k hk
    obtain ⟨m, rfl⟩ : ∃ m, k = m + 1 := ⟨k - 1, by omega⟩
    rw [Splus_X_pow]
    -- the amplitude into the physical space vanishes
    by_cases hm : m = N
    · subst hm
      simp
    · exact Submodule.smul_mem _ _ (gen m (by omega))
  · intro k hk
    change ((N : ℂ) / 2) • (X : ℂ[X]) ^ k - number (X ^ k) ∈ _
    rw [number_X_pow]
    exact Submodule.sub_mem _ (Submodule.smul_mem _ _ (gen k hk))
      (Submodule.smul_mem _ _ (gen k hk))
  · intro k hk
    change X * (X : ℂ[X]) ^ k ∈ _
    rw [← pow_succ']
    exact gen _ (by omega)
```

In the other direction the boundary is open. Every physical polynomial has zero coefficient at $x^{N+1}$, whereas $S^-x^N = x^{N+1}$ has coefficient one there. In normalised states, $S^-|N\rangle = \sqrt{N+1}\,|N+1\rangle$.

```lean
/-- The state `x^(2S)` is physical, but `S-` sends it out of the physical space. -/
theorem physical_leak (N : ℕ) :
    (X : ℂ[X]) ^ N ∈ physical N ∧ Sminus (X ^ N) ∉ physical N := by
  refine ⟨Submodule.subset_span ⟨N, le_refl N, rfl⟩, fun h => ?_⟩
  have hle : physical N ≤ LinearMap.ker (lcoeff ℂ (N + 1)) := by
    refine Submodule.span_le.2 ?_
    rintro _ ⟨k, hk, rfl⟩
    have hk' : k ≤ N := hk
    have hne : N + 1 ≠ k := by omega
    simp [coeff_X_pow, hne]
  have h0 : (X * (X : ℂ[X]) ^ N).coeff (N + 1) = 0 := hle h
  rw [coeff_X_mul, coeff_X_pow] at h0
  simp at h0
```

## Every invariant subspace is a set of multiples

If $W$ is closed under multiplication by $x$, it is closed under multiplication by each power of $x$, and by linearity under multiplication by every polynomial. Lean proves the first part by induction on the exponent (called `n` in this proof, not to be confused with the number operator) and the second by building the multiplier from monomials.

```lean
/-- A subspace closed under `S-` is closed under multiplication by every polynomial. -/
theorem mul_mem_of_Sminus {W : Submodule ℂ ℂ[X]} (hW : ∀ p ∈ W, Sminus p ∈ W)
    {p : ℂ[X]} (hp : p ∈ W) (q : ℂ[X]) : q * p ∈ W := by
  have hpow : ∀ n : ℕ, X ^ n * p ∈ W := by
    intro n
    induction n with
    | zero => simpa using hp
    | succ n ih =>
      have h : X * (X ^ n * p) ∈ W := hW _ ih
      rwa [← mul_assoc, ← pow_succ'] at h
  induction q using Polynomial.induction_on' with
  | add f g hf hg =>
    rw [add_mul]
    exact W.add_mem hf hg
  | monomial n a =>
    have h := W.smul_mem a (hpow n)
    rwa [smul_eq_C_mul, ← mul_assoc, C_mul_X_pow_eq_monomial] at h
```

Now let $W$ be invariant and nonzero, and choose a nonzero $p = \sum_m p_m x^m$ in $W$ of least degree $d$. Any element of $W$ of degree below $d$ is zero; this is `hmin`.

Since $n = N/2 - S^z$, the polynomial
$$n p - d\,p = \sum_m (m-d)\,p_m x^m$$
lies in $W$. Its coefficients vanish at $m=d$ and for all $m>d$, so it has degree below $d$ and is zero. Hence $p_m=0$ for $m\neq d$, which gives $p = p_d x^d$ with $p_d\neq0$, and therefore $x^d\in W$. These steps are `hc`, `hz`, `hpX` and `hX`.

If $d=m+1$, then $S^+x^{m+1} = (m+1)(N-m)x^m$ lies in $W$ and has degree below $d$, so it vanishes. This forces $m=N$. Thus $d=0$ or $d=N+1$.

Finally, divide any $q\in W$ by $x^d$, writing $q = s\,x^d + r$ with $r$ of degree below $d$. Both $q$ and $s\,x^d$ lie in $W$, so $r$ does too, and $r=0$. Conversely, every multiple of $x^d$ lies in $W$ by the preceding lemma.

```lean
/-- A nonzero invariant subspace consists of the multiples of `x^d`, where `d` is `0`
or `2S + 1`. -/
theorem invariant_eq_multiples {N : ℕ} {W : Submodule ℂ ℂ[X]} (hW : Invariant N W)
    (h0 : W ≠ ⊥) : ∃ d : ℕ, (d = 0 ∨ d = N + 1) ∧ ∀ q, q ∈ W ↔ X ^ d ∣ q := by
  classical
  have hex : ∃ d : ℕ, ∃ p ∈ W, p ≠ 0 ∧ p.natDegree = d := by
    obtain ⟨p, hp, hp0⟩ := Submodule.exists_mem_ne_zero_of_ne_bot h0
    exact ⟨_, p, hp, hp0, rfl⟩
  obtain ⟨d, ⟨p, hp, hp0, hd⟩, hlow⟩ : ∃ d : ℕ, (∃ p ∈ W, p ≠ 0 ∧ p.natDegree = d) ∧
      ∀ m < d, ¬ ∃ p ∈ W, p ≠ 0 ∧ p.natDegree = m :=
    ⟨Nat.find hex, Nat.find_spec hex, fun m hm => Nat.find_min hex hm⟩
  have hmin : ∀ q ∈ W, q.degree < (d : WithBot ℕ) → q = 0 := by
    intro q hq hlt
    by_contra hq0
    exact hlow _ ((natDegree_lt_iff_degree_lt hq0).2 hlt) ⟨q, hq, hq0, rfl⟩
  -- `n p - d p` has lower degree, hence vanishes
  have hr : number p - (d : ℂ) • p ∈ W := by
    have h := W.sub_mem (W.smul_mem ((N : ℂ) / 2 - d) hp) (hW p hp).2.1
    have e : ((N : ℂ) / 2 - d) • p - Sz N p = number p - (d : ℂ) • p := by
      change ((N : ℂ) / 2 - d) • p - (((N : ℂ) / 2) • p - number p) = _
      module
    rwa [e] at h
  have hc : ∀ m, (number p - (d : ℂ) • p).coeff m = ((m : ℂ) - d) * p.coeff m := by
    intro m
    change (X * derivative p - (d : ℂ) • p).coeff m = _
    rw [coeff_sub, coeff_smul, smul_eq_mul]
    cases m with
    | zero => simp
    | succ m =>
      rw [coeff_X_mul, coeff_derivative]
      push_cast
      ring
  have hz := hmin _ hr ((degree_lt_iff_coeff_zero _ _).2 (by
    intro m hm
    rw [hc]
    rcases eq_or_lt_of_le hm with h | h
    · rw [h, sub_self, zero_mul]
    · rw [coeff_eq_zero_of_natDegree_lt (by omega), mul_zero]))
  have hpX : p = p.coeff d • (X : ℂ[X]) ^ d := by
    ext m
    rw [coeff_smul, coeff_X_pow, smul_eq_mul]
    by_cases hm : m = d
    · simp [hm]
    · have h := hc m
      rw [hz, coeff_zero] at h
      have hne : (m : ℂ) - d ≠ 0 := sub_ne_zero.2 (by exact_mod_cast hm)
      rw [(mul_eq_zero.1 h.symm).resolve_left hne]
      simp [hm]
  have hcd : p.coeff d ≠ 0 := by
    intro h
    rw [h, zero_smul] at hpX
    exact hp0 hpX
  have hX : (X : ℂ[X]) ^ d ∈ W := by
    rw [hpX] at hp
    exact (W.smul_mem_iff hcd).1 hp
  refine ⟨d, ?_, fun q => ⟨fun hq => ?_, ?_⟩⟩
  · -- `S+ x^d` has lower degree, so its amplitude vanishes
    rcases d with _ | m
    · exact Or.inl rfl
    · right
      have h := (hW _ hX).1
      rw [Splus_X_pow] at h
      have h2 := hmin _ h ((degree_smul_le _ _).trans_lt (by
        rw [degree_X_pow]
        exact_mod_cast Nat.lt_succ_self m))
      have h3 := (smul_eq_zero.1 h2).resolve_right (pow_ne_zero _ X_ne_zero)
      have h4 := (mul_eq_zero.1 h3).resolve_left (Nat.cast_add_one_ne_zero m)
      have h5 : N = m := by exact_mod_cast sub_eq_zero.1 h4
      omega
  · -- the remainder on division by `x^d` lies in `W` and vanishes
    have e := EuclideanDomain.div_add_mod q ((X : ℂ[X]) ^ d)
    have hm : q % X ^ d ∈ W := by
      have h := W.sub_mem hq (mul_mem_of_Sminus (fun p hp => (hW p hp).2.2) hX (q / X ^ d))
      have e2 : q - q / X ^ d * X ^ d = q % X ^ d := by linear_combination -e
      rwa [e2] at h
    have hlt := degree_mod_lt q (pow_ne_zero d (X_ne_zero (R := ℂ)))
    rw [degree_X_pow] at hlt
    rw [hmin _ hm hlt, add_zero] at e
    exact ⟨_, e.symm⟩
  · rintro ⟨s, rfl⟩
    rw [mul_comm]
    exact mul_mem_of_Sminus (fun p hp => (hW p hp).2.2) hX s
```

## Three invariant subspaces

The unphysical space contains $x^{N+1}\neq0$, so it is not zero. All its elements have zero constant term, so it does not contain $1$ and is not the whole space.

```lean
/-- The unphysical space is neither zero nor the whole boson space. -/
theorem unphysical_proper (N : ℕ) : unphysical N ≠ ⊥ ∧ unphysical N ≠ ⊤ := by
  constructor
  · intro h
    have hx : (X : ℂ[X]) ^ (N + 1) ∈ unphysical N :=
      Submodule.subset_span ⟨N + 1, Nat.lt_succ_self N, rfl⟩
    rw [h, Submodule.mem_bot] at hx
    exact pow_ne_zero _ X_ne_zero hx
  · intro h
    have hle : unphysical N ≤ LinearMap.ker (lcoeff ℂ 0) := by
      refine Submodule.span_le.2 ?_
      rintro _ ⟨k, hk, rfl⟩
      have hk' : N < k := hk
      have hne : 0 ≠ k := by omega
      simp [coeff_X_pow, hne]
    have hone : (1 : ℂ[X]) ∈ unphysical N := by
      rw [h]
      exact Submodule.mem_top
    have h1 : (1 : ℂ[X]).coeff 0 = 0 := hle hone
    simp at h1
```

For a nonzero invariant $W$, the value $d=0$ gives the whole space and $d=N+1$ gives the multiples of $x^{N+1}$. To identify these multiples with $U$, the proof applies the preceding result to $U$ itself: $U$ consists of the multiples of some $x^e$, and $e=0$ is excluded because $U$ is not the whole space. Conversely, all three candidates are invariant. In Lean, `⊥` is the zero subspace and `⊤` the whole space.

```lean
/-- The subspaces invariant under the Dyson-Maleev spin operators are exactly zero,
the unphysical space and the whole boson space. -/
theorem invariant_iff (N : ℕ) (W : Submodule ℂ ℂ[X]) :
    Invariant N W ↔ W = ⊥ ∨ W = unphysical N ∨ W = ⊤ := by
  constructor
  · intro hW
    by_cases h0 : W = ⊥
    · exact Or.inl h0
    right
    obtain ⟨d, hd, hmem⟩ := invariant_eq_multiples hW h0
    rcases hd with rfl | rfl
    · right
      ext q
      simp [hmem]
    · left
      -- the unphysical space is itself of the form found above
      obtain ⟨e, he, hU⟩ :=
        invariant_eq_multiples (unphysical_invariant N) (unphysical_proper N).1
      rcases he with rfl | rfl
      · exact absurd (by ext q; simp [hU]) (unphysical_proper N).2
      · ext q
        rw [hmem, hU]
  · rintro (rfl | rfl | rfl)
    · intro p hp
      rw [Submodule.mem_bot] at hp
      subst hp
      simp
    · exact unphysical_invariant N
    · exact fun p _ => ⟨Submodule.mem_top, Submodule.mem_top, Submodule.mem_top⟩
```

## No repaired physical space

A complement of $U$ is a subspace $W$ with $U\cap W=0$ and $U+W$ equal to the whole space; this is `IsCompl`. The physical space is one example, and the others arise from it by adding unphysical polynomials to its basis states. If $W$ were invariant, there would be three cases. $W=0$ would make $U$ the whole space, and $W=U$ or $W$ equal to the whole space would make $U\cap W=U$ zero. All three are impossible.

```lean
/-- No subspace complementary to the unphysical space is invariant under the three
spin operators. -/
theorem no_invariant_complement (N : ℕ) (W : Submodule ℂ ℂ[X])
    (h : IsCompl (unphysical N) W) : ¬ Invariant N W := by
  intro hW
  rcases (invariant_iff N W).1 hW with rfl | rfl | rfl
  · exact (unphysical_proper N).2 (by simpa using h.sup_eq_top)
  · exact (unphysical_proper N).1 (by simpa using h.inf_eq_bot)
  · exact (unphysical_proper N).1 (by simpa using h.inf_eq_bot)

end

end DysonMaleevSubspaces
```

```lean
#print axioms DysonMaleevSubspaces.physical_leak
-- 'DysonMaleevSubspaces.physical_leak' depends on axioms: [propext, Classical.choice, Quot.sound]
#print axioms DysonMaleevSubspaces.invariant_iff
-- 'DysonMaleevSubspaces.invariant_iff' depends on axioms: [propext, Classical.choice, Quot.sound]
#print axioms DysonMaleevSubspaces.no_invariant_complement
-- 'DysonMaleevSubspaces.no_invariant_complement' depends on axioms: [propext, Classical.choice, Quot.sound]
```

The spin survives as a quotient: discard every power above $x^N$ after each operation. Since $U$ is invariant, the discarded part could never have returned to the physical space. In a simulation of a single spin, the matrices of $S^+$, $S^z$ and $S^-$ can therefore be cut off at $2S$ bosons without spoiling their products.

## When 2S is not a natural number

Replace $N$ in the operators by a complex number $c$ that is not a natural number. The argument runs as before until $S^+x^{m+1} = (m+1)(c-m)x^m$ has to vanish, which is now impossible. Only $d=0$ remains, so the only invariant subspaces are zero and the whole space. The Lean file fixes $N$ as a natural number, so this variant rests on the derivation by hand.
